# Even-dimensional Floquet eigenspaces for a unitary F with T F† = F T, where T is antiunitary and T² = −1

## The driven system and its time reversal

A quantum system is driven with period τ, so that H(t + τ) = H(t). Its one-period evolution operator F carries the state at time 0 to the state at time τ. An eigenvector of F returns to itself up to a factor:

F v = l v, l = exp(−iετ), with ħ = 1.

The number ε is the quasi-energy, fixed only up to multiples of 2π/τ. The question is whether quasi-energies are degenerate when time reversal turns H(t) into H(−t) and the system has half-integer total spin. They are: on a finite-dimensional state space, every eigenspace of F has even dimension.

The state space is a complex inner-product space V. The inner product ⟨x, y⟩ is conjugate-linear in its first argument and linear in its second, as in Dirac notation. The letter l stands for the eigenvalue of F, not for an angular momentum, and the quasi-energy enters only through it.

```lean
import Mathlib

open scoped InnerProductSpace ComplexConjugate

namespace FloquetKramers

noncomputable section

variable {V : Type*} [NormedAddCommGroup V] [InnerProductSpace ℂ V]
```

Time reversal T is conjugate-linear, T(c x) = c̄ T x, which Lean records in the arrow `→ₛₗ[starRingEnd ℂ]`. Two further conditions make it a reversal of Kramers type:

⟨T x, T y⟩ = ⟨y, x⟩,
T(T x) = −x.

The first is antiunitarity. The second is the sign found for an odd number of spin-1/2 particles; for an even number T² = +1, and the argument below does not apply.

```lean
/-- Time reversal of half-integer-spin type: a conjugate-linear map that is antiunitary
and squares to `-1`. -/
def IsKramersReversal (T : V →ₛₗ[starRingEnd ℂ] V) : Prop :=
  (∀ x y, ⟪T x, T y⟫_ℂ = ⟪y, x⟫_ℂ) ∧ ∀ x, T (T x) = -x
```

## A state is orthogonal to its partner

Put x = T v and y = v in the antiunitarity condition:

⟨T(T v), T v⟩ = ⟨v, T v⟩.

Since T(T v) = −v, the left side is −⟨v, T v⟩. Hence 2⟨v, T v⟩ = 0, and a nonzero v and its partner T v are linearly independent. The Lean proof makes the same substitution, and `linear_combination` performs the division by 2. This step does not use finite dimension.

```lean
/-- Under an antiunitary time reversal with square `-1`, every state is orthogonal to its
time-reversed partner. -/
theorem partner_orthogonal {T : V →ₛₗ[starRingEnd ℂ] V} (hT : IsKramersReversal T) (v : V) :
    ⟪v, T v⟫_ℂ = 0 := by
  have h := hT.1 (T v) v
  rw [hT.2 v, inner_neg_left] at h
  linear_combination (-1 / 2 : ℂ) * h
```

## Unitarity and reversibility of one period

From here on V is finite-dimensional, and F† is Mathlib's `LinearMap.adjoint F`. Unitarity is written as

F†(F x) = x for every x,

which in finite dimension also gives F F† = 1.

```lean
variable [FiniteDimensional ℂ V]

/-- The one-period evolution operator `F` is unitary: `F† F = 1` on a finite-dimensional
space. -/
def IsUnitary (F : V →ₗ[ℂ] V) : Prop :=
  ∀ x, LinearMap.adjoint F (F x) = x
```

Reversing the motion turns one period of evolution into its inverse, and the inverse of F is F†. The condition used here is

T F† = F T.

For a static Hamiltonian that commutes with T, the operator exp(−iHs) satisfies it, because T changes the sign of i. For a drive with T H(t) T⁻¹ = H(−t), it holds for the period that starts at t = 0. This passage from H(t) to F is the step that the hypotheses leave to the physicist: the theorems start from a given F and assume the relation.

```lean
/-- Time-reversal symmetry of an evolution operator: `T F† = F T`. -/
def IsReversible (T : V →ₛₗ[starRingEnd ℂ] V) (F : V →ₗ[ℂ] V) : Prop :=
  ∀ x, T (LinearMap.adjoint F x) = F (T x)
```

A drive built from steps inherits the relation if the sequence of steps reads the same in both directions. For A, then B, then A again,

T (A B A)† = T A† B† A† = A T B† A† = A B T A† = A B A T.

Each equality after the first moves T past one factor. The Lean proof expands the adjoint of the composition and then rewrites with `hA`, `hB`, `hA` in this order. For two steps the same calculation gives T (A B)† = B A T, with the factors exchanged, so for A and B that do not commute the relation with this T fails. The degeneracy itself survives if A and B are unitary and T² = −1, because A T is then an antiunitary map with square −1 that satisfies the relation for A B. With three different steps it can be lost, even if each of them is unitary and reversible.

Symmetric split-step propagators have the form A B A. In a finite basis, with T² = −1 and each factor unitary and reversible, such a propagator therefore keeps its Kramers pairs at any step size.

```lean
/-- A drive made of the steps `A`, `B`, `A` in this order is time-reversal symmetric if
`A` and `B` are. -/
theorem symmetric_drive_reversible {T : V →ₛₗ[starRingEnd ℂ] V} {A B : V →ₗ[ℂ] V}
    (hA : IsReversible T A) (hB : IsReversible T B) :
    IsReversible T (A ∘ₗ B ∘ₗ A) := by
  intro x
  rw [LinearMap.adjoint_comp, LinearMap.adjoint_comp]
  simp only [LinearMap.comp_apply]
  rw [hA _, hB _, hA _]
```

## Eigenvalues are phases, and F† has the conjugate ones

Let F v = l v with v ≠ 0. Unitarity preserves the norm:

⟨F v, F v⟩ = ⟨F†F v, v⟩ = ⟨v, v⟩.

Inserting the eigenvalue equation on the left gives l̄ l ⟨v, v⟩ = ⟨v, v⟩. Since ⟨v, v⟩ ≠ 0, it can be cancelled, and l̄ l = 1. The vector v need not be normalised.

```lean
/-- An eigenvalue `l` of a unitary evolution operator, belonging to a nonzero eigenvector,
is a pure phase: `l̄ l = 1`. -/
theorem floquet_phase {F : V →ₗ[ℂ] V} (hF : IsUnitary F) {l : ℂ} {v : V}
    (hv : v ≠ 0) (hl : F v = l • v) : conj l * l = 1 := by
  have h : ⟪F v, F v⟫_ℂ = ⟪v, v⟫_ℂ := by
    rw [← LinearMap.adjoint_inner_left F, hF v]
  rw [hl, inner_smul_left, inner_smul_right] at h
  have ha : ⟪v, v⟫_ℂ ≠ 0 := inner_self_ne_zero.mpr hv
  exact mul_right_cancel₀ ha (by linear_combination h)
```

Now apply F† to F v = l v. The left side becomes v, so

v = l F† v.

Multiplying by l̄ and using l̄ l = 1 gives

F† v = l̄ v.

The backward evolution thus has the same eigenvector with the conjugate phase. For v = 0 the equation is trivial; the Lean proof treats that case first, since `floquet_phase` needs a nonzero vector.

```lean
/-- If `F` is unitary and `F v = l v`, then the backward evolution gives `F† v = l̄ v`. -/
theorem adjoint_eigenvector {F : V →ₗ[ℂ] V} (hF : IsUnitary F) {l : ℂ} {v : V}
    (hl : F v = l • v) : LinearMap.adjoint F v = conj l • v := by
  rcases eq_or_ne v 0 with h0 | hv
  · simp [h0]
  have h := hF v
  rw [hl, map_smul] at h
  calc LinearMap.adjoint F v = (conj l * l) • LinearMap.adjoint F v := by
        rw [floquet_phase hF hv hl, one_smul]
    _ = conj l • v := by rw [mul_smul, h]
```

## A conjugate-linear map with square −1 forces even dimension

The next section shows that T v lies in the same eigenspace of F as v. The orthogonal pair v, T v then rules out a single level, but a threefold level has still to be excluded. This is done here with a determinant.

Let U be a complex space of finite dimension n with a conjugate-linear map S such that S² = −1. Choose a basis b_j and write

S b_j = Σ_k M_kj b_k.

Apply S again. The coefficients come out conjugated:

−b_j = Σ_k conj(M_kj) S b_k = Σ_i (Σ_k M_ik conj(M_kj)) b_i.

Comparing coefficients gives the matrix equation

M M̄ = −1,

where M̄ is the entrywise complex conjugate. Taking determinants,

|det M|² = (−1)ⁿ.

For odd n the right side is −1, while the left side is never negative. So n is even. For n = 0 both sides equal 1, and the statement holds.

In Lean, `hM` is the matrix equation, obtained by applying S to the basis expansion of `S (b j)` and reading off coordinate `i`. The equation for determinants is `hd`. In the odd case, its real part contradicts `Complex.normSq_nonneg`. The lemma needs no inner product on U.

```lean
/-- A finite-dimensional complex space that carries a conjugate-linear map with square `-1`
has even dimension. -/
theorem even_dimension {U : Type*} [AddCommGroup U] [Module ℂ U] [FiniteDimensional ℂ U]
    (S : U →ₛₗ[starRingEnd ℂ] U) (hS : ∀ x, S (S x) = -x) :
    Even (Module.finrank ℂ U) := by
  let b := Module.finBasis ℂ U
  let M : Matrix (Fin (Module.finrank ℂ U)) (Fin (Module.finrank ℂ U)) ℂ :=
    Matrix.of fun i j => b.repr (S (b j)) i
  -- in a basis, the square of the conjugate-linear map is `M` times its complex conjugate
  have hM : M * M.map (starRingEnd ℂ) = -1 := by
    ext i j
    have h1 := congrArg S (b.sum_repr (S (b j)))
    rw [map_sum, hS] at h1
    simp only [LinearMap.map_smulₛₗ] at h1
    have h2 := congrArg (b.coord i) h1
    simp only [map_sum, map_smul, map_neg, smul_eq_mul, Module.Basis.coord_apply,
      Module.Basis.repr_self] at h2
    have h3 : (Finsupp.single j (1 : ℂ)) i =
        (1 : Matrix (Fin (Module.finrank ℂ U)) (Fin (Module.finrank ℂ U)) ℂ) i j := by
      simp [Finsupp.single_apply, Matrix.one_apply, eq_comm]
    rw [h3] at h2
    rw [Matrix.mul_apply, Matrix.neg_apply, ← h2]
    exact Finset.sum_congr rfl fun k _ => mul_comm _ _
  -- determinants: `|det M|² = (-1)ⁿ`
  have hc : (M.map (starRingEnd ℂ)).det = conj M.det :=
    ((starRingEnd ℂ).map_det M).symm
  have hd := congrArg Matrix.det hM
  rw [Matrix.det_mul, hc, Complex.mul_conj, Matrix.det_neg, Matrix.det_one, mul_one,
    Fintype.card_fin] at hd
  rcases Nat.even_or_odd (Module.finrank ℂ U) with he | ho
  · exact he
  · rw [ho.neg_one_pow] at hd
    have hr := congrArg Complex.re hd
    rw [Complex.ofReal_re, Complex.neg_re, Complex.one_re] at hr
    linarith [Complex.normSq_nonneg M.det]
```

## Kramers degeneracy of the quasi-energies

Let F v = l v. The partner state satisfies

F T v = T F† v = T(l̄ v) = l T v.

The phase is conjugated twice, once by passing from F to F† and once by pulling it through T, so it returns to l. The eigenspace therefore contains T v whenever it contains v. Restricted to the eigenspace, T is a conjugate-linear map with square −1, and the previous lemma makes the dimension even.

The theorem `floquet_kramers` says this for every complex `l`. The subspace `Module.End.eigenspace F l` consists of all v with F v = l v, and `Module.finrank ℂ` is its complex dimension. The conclusion has three parts: T v lies in the eigenspace, v and T v are orthogonal, and the dimension is even. If `l` is not an eigenvalue, the eigenspace is zero and its dimension 0 is even.

In the proof, `hinv` is the chain of equalities above. The map `S` is T with domain and target cut down to the eigenspace, which is possible because of `hinv`. The last line hands `S` to `even_dimension`.

```lean
/-- Kramers degeneracy of Floquet quasi-energies: on a finite-dimensional space, let `T` be
antiunitary with `T² = -1` and `F` unitary with `T F† = F T`. Then for every complex `l` the
eigenspace of `F` contains with each state its time-reversed partner, orthogonal to it, and has even
dimension. -/
theorem floquet_kramers {T : V →ₛₗ[starRingEnd ℂ] V} {F : V →ₗ[ℂ] V}
    (hT : IsKramersReversal T) (hF : IsUnitary F) (hTF : IsReversible T F) (l : ℂ) :
    (∀ v ∈ Module.End.eigenspace F l,
      T v ∈ Module.End.eigenspace F l ∧ ⟪v, T v⟫_ℂ = 0) ∧
    Even (Module.finrank ℂ (Module.End.eigenspace F l)) := by
  -- `F T v = T F† v = T (l̄ v) = l T v`
  have hinv : ∀ v ∈ Module.End.eigenspace F l, T v ∈ Module.End.eigenspace F l := by
    intro v hv
    rw [Module.End.mem_eigenspace_iff] at hv ⊢
    rw [← hTF v, adjoint_eigenvector hF hv, LinearMap.map_smulₛₗ, Complex.conj_conj]
  refine ⟨fun v hv => ⟨hinv v hv, partner_orthogonal hT v⟩, ?_⟩
  -- restrict time reversal to the eigenspace
  let S : Module.End.eigenspace F l →ₛₗ[starRingEnd ℂ] Module.End.eigenspace F l :=
    { toFun := fun w => ⟨T w.1, hinv w.1 w.2⟩
      map_add' := fun x y => Subtype.ext (T.map_add x.1 y.1)
      map_smul' := fun c x => Subtype.ext (T.map_smulₛₗ c x.1) }
  exact even_dimension S fun x => Subtype.ext (hT.2 x.1)
```

It would be an error to carry over the condition for a Hamiltonian, T H = H T, and to require T F = F T of the evolution operator. Then

F T v = T F v = T(l v) = l̄ T v,

and the partner sits at the conjugate phase, which means at quasi-energy −ε. For l = ±1 this is the same phase, and the level is still degenerate; for any other l no degeneracy follows. On two components, take T(a, b) = (−b̄, ā) and F(a, b) = (i a, −i b). These commute, T is antiunitary with T² = −1, F is unitary, and yet both eigenvalues are simple.

For a quasi-energy that does occur, the eigenspace contains a nonzero vector. Its dimension is then positive and even, hence at least 2. In Lean, `hpos` supplies the positivity, the main theorem supplies the parity, and `omega` combines them.

```lean
/-- With `T` antiunitary, `T² = -1`, `F` unitary and `T F† = F T`, every eigenvalue of `F`
that has a nonzero eigenvector is at least doubly degenerate. -/
theorem at_least_doubly_degenerate {T : V →ₛₗ[starRingEnd ℂ] V} {F : V →ₗ[ℂ] V}
    (hT : IsKramersReversal T) (hF : IsUnitary F) (hTF : IsReversible T F) {l : ℂ} {v : V}
    (hv : v ≠ 0) (hl : F v = l • v) :
    2 ≤ Module.finrank ℂ (Module.End.eigenspace F l) := by
  have hpos : 0 < Module.finrank ℂ (Module.End.eigenspace F l) :=
    Module.finrank_pos_iff_exists_ne_zero.mpr
      ⟨⟨v, Module.End.mem_eigenspace_iff.mpr hl⟩, fun h => hv (congrArg Subtype.val h)⟩
  obtain ⟨k, hk⟩ := (floquet_kramers hT hF hTF l).2
  omega
```

Nothing in the hypotheses restricts F to independent particles. The result applies equally to an interacting many-body system, as long as its state space is finite-dimensional and T² = −1 on it.

## Two sites with one spin-1/2 particle

A small example shows that all the conditions can be met by an F with more than one quasi-energy. A spin-1/2 particle lives on two sites, with components x 0, x 1 for the two spin states on the first site and x 2, x 3 for those on the second. Time reversal acts on each site as

(a, b) → (−b̄, ā).

Applying it twice gives (−a, −b).

```lean
/-- Time reversal of a spin one-half on two sites: on each site
`(a, b)` goes to `(-b̄, ā)`. -/
def spinReversal : EuclideanSpace ℂ (Fin 4) →ₛₗ[starRingEnd ℂ] EuclideanSpace ℂ (Fin 4) where
  toFun x := !₂[-conj (x 1), conj (x 0), -conj (x 3), conj (x 2)]
  map_add' x y := by
    ext i
    fin_cases i <;> simp <;> ring
  map_smul' c x := by
    ext i
    fin_cases i <;> simp
```

The evolution operator multiplies both spin components on the second site by a number z:

(x 0, x 1, x 2, x 3) → (x 0, x 1, z x 2, z x 3).

For |z| = 1 this is a pulse of a spin-independent potential on that site, with no hopping.

```lean
/-- The linear map that multiplies both spin components on the second site by `z` and leaves the
first site unchanged. -/
def siteKick (z : ℂ) : EuclideanSpace ℂ (Fin 4) →ₗ[ℂ] EuclideanSpace ℂ (Fin 4) where
  toFun x := !₂[x 0, x 1, z * x 2, z * x 3]
  map_add' x y := by
    ext i
    fin_cases i <;> simp <;> ring
  map_smul' c x := by
    ext i
    fin_cases i <;> simp <;> ring
```

Moving the factor z from the second argument of the inner product to the first turns it into z̄, so the adjoint is the same operation with z̄. The Lean proof checks the defining relation of the adjoint component by component.

```lean
/-- The adjoint of the site kick with factor `z` is the site kick with factor `z̄`. -/
theorem siteKick_adjoint (z : ℂ) : LinearMap.adjoint (siteKick z) = siteKick (conj z) := by
  symm
  rw [LinearMap.eq_adjoint_iff]
  intro x y
  simp [siteKick, PiLp.inner_apply, Fin.sum_univ_four]
  ring
```

Take z = i. Then F†F multiplies the second site by (−i)(i) = 1, so F is unitary. For reversibility, compare the two orders on the second site:

T F†: (x 2, x 3) → (−conj(−i x 3), conj(−i x 2)) = (−i conj(x 3), i conj(x 2)),
F T: (x 2, x 3) → (i · (−conj(x 3)), i conj(x 2)).

They agree, and on the first site F acts as the identity. The eigenvalues of F can be read off its definition: 1 and i, each with a two-dimensional eigenspace, one for each site. The theorem below verifies the conditions on T and F; its four parts are antiunitarity, T² = −1, unitarity and reversibility, each reduced to components.

```lean
/-- The two-site spin reversal and the site kick with factor `i` satisfy all the relations
required of `T` and `F`. -/
theorem floquet_kramers_witness :
    IsKramersReversal spinReversal ∧ IsUnitary (siteKick Complex.I) ∧
      IsReversible spinReversal (siteKick Complex.I) := by
  refine ⟨⟨fun x y => ?_, fun x => ?_⟩, fun x => ?_, fun x => ?_⟩
  · simp [spinReversal, PiLp.inner_apply, Fin.sum_univ_four]
    ring
  · ext i
    fin_cases i <;> simp [spinReversal]
  · rw [siteKick_adjoint]
    ext i
    fin_cases i <;> simp [siteKick, ← mul_assoc]
  · rw [siteKick_adjoint]
    ext i
    fin_cases i <;> simp [siteKick, spinReversal]

end

end FloquetKramers
```

```lean
#print axioms FloquetKramers.symmetric_drive_reversible
#print axioms FloquetKramers.floquet_kramers
#print axioms FloquetKramers.at_least_doubly_degenerate
```

```
'FloquetKramers.symmetric_drive_reversible' depends on axioms: [propext, Classical.choice, Quot.sound]
'FloquetKramers.floquet_kramers' depends on axioms: [propext, Classical.choice, Quot.sound]
'FloquetKramers.at_least_doubly_degenerate' depends on axioms: [propext, Classical.choice, Quot.sound]
```
